# A quartic interaction of eight Majorana operators in dimension 16 has a unique ground state and gap 2

Eight Majorana zero modes at the end of a superconducting chain span a sixteen-fold degenerate level, which bilinear couplings cannot split if time reversal forbids them all. The file below proves that four suitably chosen quartic couplings of equal strength leave a single ground state. With Majorana operators that square to one, the gap is 2 in units of that strength.

```lean
import Mathlib

open Matrix
open scoped Kronecker

namespace FidkowskiKitaev

noncomputable section

variable {n : Type*} [Fintype n] [DecidableEq n] {g : Fin 8 → Matrix n n ℂ}

/-- Eight Majorana operators: Hermitian matrices with `gᵢ gⱼ + gⱼ gᵢ = 2 δᵢⱼ`. -/
structure IsMajorana (g : Fin 8 → Matrix n n ℂ) : Prop where
  herm : ∀ i, (g i).IsHermitian
  anti : ∀ i j, g i * g j + g j * g i = if i = j then 2 else 0

/-- The four Majorana labels (counted from 0) entering each quartic term. -/
def label : Fin 4 → Fin 4 → Fin 8 :=
  ![![0, 1, 2, 3], ![4, 5, 6, 7], ![0, 1, 4, 5], ![0, 2, 4, 6]]

/-- The four quartic interaction terms. -/
def quartic (g : Fin 8 → Matrix n n ℂ) (k : Fin 4) : Matrix n n ℂ :=
  g (label k 0) * g (label k 1) * g (label k 2) * g (label k 3)

/-- The interaction Hamiltonian, minus the sum of the quartic terms. -/
def hamiltonian (g : Fin 8 → Matrix n n ℂ) : Matrix n n ℂ :=
  -(quartic g 0 + quartic g 1 + quartic g 2 + quartic g 3)

/-- The exchange sign of two Majorana operators. -/
def sgn (i j : Fin 8) : ℤ := if i = j then 1 else -1

/-- The exchange sign of a Majorana operator and a quartic term. -/
def qsgn (i : Fin 8) (k : Fin 4) : ℤ :=
  sgn i (label k 0) * sgn i (label k 1) * sgn i (label k 2) * sgn i (label k 3)

lemma push_right {R : Type*} [Ring R] {x a b : R} {s t : ℤ} (ha : x * a = s • (a * x))
    (hb : x * b = t • (b * x)) : x * (a * b) = (s * t) • (a * b * x) := by
  rw [← mul_assoc x a b, ha, smul_mul_assoc, mul_assoc a x b, hb, mul_smul_comm, smul_smul,
    mul_assoc a b x]

lemma push_left {R : Type*} [Ring R] {y a b : R} {s t : ℤ} (ha : a * y = s • (y * a))
    (hb : b * y = t • (y * b)) : a * b * y = (s * t) • (y * (a * b)) := by
  rw [mul_assoc a b y, hb, mul_smul_comm, ← mul_assoc a y b, ha, smul_mul_assoc, smul_smul,
    mul_comm t s, mul_assoc y a b]

lemma IsMajorana.sq (h : IsMajorana g) (i : Fin 8) : g i * g i = 1 := by
  calc g i * g i = (1 / 2 : ℂ) • (g i * g i + g i * g i) := by module
    _ = (1 / 2 : ℂ) • ((1 : Matrix n n ℂ) + 1) := by
      rw [h.anti i i, if_pos rfl, one_add_one_eq_two]
    _ = 1 := by module

lemma IsMajorana.swap (h : IsMajorana g) {i j : Fin 8} (hij : i ≠ j) :
    g i * g j = -(g j * g i) :=
  eq_neg_of_add_eq_zero_left ((h.anti i j).trans (if_neg hij))

/-- Moving a Majorana operator through a quartic term produces their exchange sign. -/
theorem majorana_mul_quartic (h : IsMajorana g) (i : Fin 8) (k : Fin 4) :
    g i * quartic g k = qsgn i k • (quartic g k * g i) := by
  have e : ∀ j, g i * g j = sgn i j • (g j * g i) := by
    intro j
    by_cases hij : i = j
    · subst hij; simp [sgn]
    · rw [h.swap hij]; simp [sgn, hij]
  exact push_right (push_right (push_right (e _) (e _)) (e _)) (e _)

/-- The quartic terms commute with one another. -/
theorem quartic_comm (h : IsMajorana g) (k l : Fin 4) :
    quartic g k * quartic g l = quartic g l * quartic g k := by
  have e : ∀ k l : Fin 4, qsgn (label k 0) l * qsgn (label k 1) l * qsgn (label k 2) l *
      qsgn (label k 3) l = 1 := by decide
  have m := fun i => majorana_mul_quartic h i l
  have p := push_left (push_left (push_left (m (label k 0)) (m (label k 1)))
    (m (label k 2))) (m (label k 3))
  rw [e, one_smul] at p
  exact p

/-- Each quartic term squares to one. -/
theorem quartic_sq (h : IsMajorana g) (k : Fin 4) : quartic g k * quartic g k = 1 := by
  have d : ∀ k a b : Fin 4, a ≠ b → label k a ≠ label k b := by decide
  have s := fun a b (hab : a ≠ b) => h.swap (d k a b hab)
  unfold quartic
  have q := fun a => h.sq (label k a)

  have key : ∀ a b c f : Matrix n n ℂ, a * a = 1 → b * b = 1 → c * c = 1 → f * f = 1 →
      b * a = -(a * b) → c * a = -(a * c) → c * b = -(b * c) → f * a = -(a * f) →
      f * b = -(b * f) → f * c = -(c * f) → a * b * c * f * (a * b * c * f) = 1 := by
    intro a b c f haa hbb hcc hff hba hca hcb hfa hfb hfc
    have h1 : f * (a * b * c * f) = -(a * b * c) := by
      linear_combination (norm := noncomm_ring) hfa * (b * c * f) - a * hfb * (c * f)
        + a * b * hfc * f - a * b * c * hff
    have h2 : c * (a * b * c) = a * b := by
      linear_combination (norm := noncomm_ring) hca * (b * c) - a * hcb * c + a * b * hcc
    have h3 : b * (a * b) = -a := by
      linear_combination (norm := noncomm_ring) hba * b - a * hbb
    calc a * b * c * f * (a * b * c * f) = a * (b * (c * (f * (a * b * c * f)))) := by
          simp only [mul_assoc]
      _ = 1 := by rw [h1, mul_neg, h2, mul_neg, h3, neg_neg, haa]
  exact key _ _ _ _ (q 0) (q 1) (q 2) (q 3) (s 1 0 (by decide)) (s 2 0 (by decide))
    (s 2 1 (by decide)) (s 3 0 (by decide)) (s 3 1 (by decide)) (s 3 2 (by decide))

lemma quartic_herm (h : IsMajorana g) (k : Fin 4) : (quartic g k)ᴴ = quartic g k := by
  have c : ∀ i x, g i * (g i * x) = x := fun i x => by rw [← mul_assoc, h.sq, one_mul]
  have r : quartic g k * (quartic g k)ᴴ = 1 := by
    simp only [quartic, conjTranspose_mul, (h.herm _).eq, mul_assoc, c, h.sq]
  calc (quartic g k)ᴴ = quartic g k * quartic g k * (quartic g k)ᴴ := by
        rw [quartic_sq h, one_mul]
    _ = quartic g k := by rw [mul_assoc, r, mul_one]

lemma hamiltonian_comm (h : IsMajorana g) (k : Fin 4) :
    hamiltonian g * quartic g k = quartic g k * hamiltonian g := by
  simp only [hamiltonian, neg_mul, mul_neg, add_mul, mul_add, quartic_comm h _ k]

lemma refine_sign {K : Matrix n n ℂ} (hK : K * K = 1) {x : n → ℂ} (hx : x ≠ 0) :
    ∃ (s : ℝ) (y : n → ℂ), (s = 1 ∨ s = -1) ∧ y ≠ 0 ∧ K *ᵥ y = (s : ℂ) • y ∧
      ∀ L : Matrix n n ℂ, L * K = K * L → ∀ c : ℂ, L *ᵥ x = c • x → L *ᵥ y = c • y := by
  have hKx : K *ᵥ (K *ᵥ x) = x := by rw [mulVec_mulVec, hK, one_mulVec]
  by_cases h0 : x + K *ᵥ x = 0
  · refine ⟨-1, x, Or.inr rfl, hx, ?_, fun L _ c h => h⟩
    simp only [Complex.ofReal_neg, Complex.ofReal_one, neg_smul, one_smul]
    exact eq_neg_of_add_eq_zero_right h0
  · refine ⟨1, x + K *ᵥ x, Or.inl rfl, h0, ?_, fun L hL c h => ?_⟩
    · rw [mulVec_add, hKx, Complex.ofReal_one, one_smul, add_comm]
    · rw [mulVec_add, mulVec_mulVec, hL, ← mulVec_mulVec, h, mulVec_smul, smul_add]

/-- Any nonzero vector yields a joint eigenvector of the quartic terms with signs `±1`, which
keeps the eigenvalue of every matrix commuting with them. -/
theorem joint_eigenvector (h : IsMajorana g) {x : n → ℂ} (hx : x ≠ 0) :
    ∃ (s : Fin 4 → ℝ) (y : n → ℂ), (∀ k, s k = 1 ∨ s k = -1) ∧ y ≠ 0 ∧
      (∀ k, quartic g k *ᵥ y = (s k : ℂ) • y) ∧
      ∀ L : Matrix n n ℂ, (∀ k, L * quartic g k = quartic g k * L) →
        ∀ c : ℂ, L *ᵥ x = c • x → L *ᵥ y = c • y := by
  obtain ⟨s0, y0, h0, n0, e0, p0⟩ := refine_sign (quartic_sq h 0) hx
  obtain ⟨s1, y1, h1, n1, e1, p1⟩ := refine_sign (quartic_sq h 1) n0
  obtain ⟨s2, y2, h2, n2, e2, p2⟩ := refine_sign (quartic_sq h 2) n1
  obtain ⟨s3, y3, h3, n3, e3, p3⟩ := refine_sign (quartic_sq h 3) n2
  have c := quartic_comm h
  refine ⟨![s0, s1, s2, s3], y3, fun k => ?_, n3, fun k => ?_, fun L hL a ha =>
    p3 L (hL 3) a (p2 L (hL 2) a (p1 L (hL 1) a (p0 L (hL 0) a ha)))⟩
  · fin_cases k
    exacts [h0, h1, h2, h3]
  · fin_cases k
    exacts [p3 _ (c 0 3) _ (p2 _ (c 0 2) _ (p1 _ (c 0 1) _ e0)),
      p3 _ (c 1 3) _ (p2 _ (c 1 2) _ e1), p3 _ (c 2 3) _ e2, e3]

omit [DecidableEq n] in
lemma energy {s : Fin 4 → ℂ} {y : n → ℂ} (hy : ∀ k, quartic g k *ᵥ y = s k • y) :
    hamiltonian g *ᵥ y = (-(s 0 + s 1 + s 2 + s 3)) • y := by
  simp only [hamiltonian, neg_mulVec, add_mulVec, hy]
  module

/-- A state of energy `-4` is left unchanged by each quartic term. -/
theorem ground_stabilized (h : IsMajorana g) {x : n → ℂ}
    (hx : hamiltonian g *ᵥ x = (-4 : ℂ) • x) (k : Fin 4) : quartic g k *ᵥ x = x := by
  by_contra hne
  -- otherwise the part of `x` odd under this term would also have energy -4
  obtain ⟨s, z, hs, hz, he, hp⟩ := joint_eigenvector h (sub_ne_zero.2 (Ne.symm hne))
  have hH := hp _ (hamiltonian_comm h) (-4) (by
    rw [mulVec_sub, mulVec_mulVec, hamiltonian_comm h, ← mulVec_mulVec, hx, mulVec_smul,
      smul_sub])
  have hS := hp _ (quartic_comm h k) (-1) (by
    rw [mulVec_sub, mulVec_mulVec, quartic_sq h, one_mulVec]
    module)
  have a : (-(s 0 + s 1 + s 2 + s 3 : ℂ)) = -4 :=
    smul_left_injective ℂ hz ((energy he).symm.trans hH)
  have b : (s k : ℂ) = -1 := smul_left_injective ℂ hz ((he k).symm.trans hS)
  have a' : -(s 0 + s 1 + s 2 + s 3) = -4 := by exact_mod_cast a
  have b' : s k = -1 := by exact_mod_cast b
  have le : ∀ j, s j ≤ 1 := fun j => by rcases hs j with e | e <;> linarith
  have lt : ∑ j, s j < ∑ _j : Fin 4, (1 : ℝ) :=
    Finset.sum_lt_sum (fun j _ => le j) ⟨k, Finset.mem_univ k, by rw [b']; norm_num⟩
  simp only [Fin.sum_univ_four] at lt
  linarith

lemma trace_drop {G T R : Matrix n n ℂ} (hG : G * G = 1) (hT : G * T = -(T * G))
    (hR : G * R = R * G) : ((1 + T) * R).trace = R.trace := by
  have e : G * (T * R) * G = -(T * R) := by
    linear_combination (norm := noncomm_ring) hT * R * G - T * hR * G - T * R * hG
  have c : (G * (T * R) * G).trace = (T * R).trace := by
    rw [trace_mul_comm, ← mul_assoc G G (T * R), hG, one_mul]
  rw [e, trace_neg] at c
  rw [add_mul, one_mul, trace_add]
  linear_combination (-1 / 2 : ℂ) * c

/-- The product of the factors `1 + quartic`. -/
def stabilizer (g : Fin 8 → Matrix n n ℂ) : Matrix n n ℂ :=
  (1 + quartic g 0) * ((1 + quartic g 1) * ((1 + quartic g 2) * (1 + quartic g 3)))

lemma quartic_mul_stabilizer (h : IsMajorana g) (k : Fin 4) :
    quartic g k * stabilizer g = stabilizer g := by
  have e : ∀ k, quartic g k * (1 + quartic g k) = 1 + quartic g k := fun k => by
    rw [mul_add, mul_one, quartic_sq h, add_comm]
  have c : ∀ k l, Commute (quartic g k) (1 + quartic g l) := fun k l =>
    (Commute.one_right _).add_right (quartic_comm h k l)
  have h0 : quartic g 0 * stabilizer g = stabilizer g := by
    rw [stabilizer, ← mul_assoc (quartic g 0), e]
  have h1 : quartic g 1 * stabilizer g = stabilizer g := by
    rw [stabilizer, (c 1 0).left_comm, ← mul_assoc (quartic g 1), e]
  have h2 : quartic g 2 * stabilizer g = stabilizer g := by
    rw [stabilizer, (c 2 0).left_comm, (c 2 1).left_comm, ← mul_assoc (quartic g 2), e]
  have h3 : quartic g 3 * stabilizer g = stabilizer g := by
    rw [stabilizer, (c 3 0).left_comm, (c 3 1).left_comm, (c 3 2).left_comm, e]
  fin_cases k
  exacts [h0, h1, h2, h3]

lemma trace_stabilizer (h : IsMajorana g) : (stabilizer g).trace = Fintype.card n := by
  have a : ∀ i k, qsgn i k = -1 → g i * quartic g k = -(quartic g k * g i) := fun i k e => by
    rw [majorana_mul_quartic h, e, neg_smul, one_smul]
  have c : ∀ i k, qsgn i k = 1 → Commute (g i) (1 + quartic g k) := fun i k e =>
    (Commute.one_right _).add_right (by
      change g i * quartic g k = quartic g k * g i
      rw [majorana_mul_quartic h, e, one_smul])
  -- each factor is removed by a Majorana operator that anticommutes with its quartic term and
  -- commutes with the factors after it
  rw [stabilizer, trace_drop (h.sq 3) (a 3 0 (by decide)) ((c 3 1 (by decide)).mul_right
      ((c 3 2 (by decide)).mul_right (c 3 3 (by decide)))).eq,
    trace_drop (h.sq 7) (a 7 1 (by decide))
      ((c 7 2 (by decide)).mul_right (c 7 3 (by decide))).eq,
    trace_drop (h.sq 1) (a 1 2 (by decide)) (c 1 3 (by decide)).eq,
    ← mul_one (1 + quartic g 3),
    trace_drop (h.sq 2) (a 2 3 (by decide)) (Commute.one_right _).eq, trace_one]

/-- In dimension 16 the Hamiltonian is Hermitian, its eigenvalue `-4` has a one-dimensional
eigenspace, and every other eigenvalue is at least `-2`. -/
theorem unique_gapped_ground_state (h : IsMajorana g) (hn : Fintype.card n = 16) :
    (hamiltonian g).IsHermitian ∧
    Module.finrank ℂ (Module.End.eigenspace (toLin' (hamiltonian g)) (-4)) = 1 ∧
    ∀ μ : ℝ, Module.End.HasEigenvalue (toLin' (hamiltonian g)) (μ : ℂ) → μ ≠ -4 → -2 ≤ μ := by
  refine ⟨?_, ?_, fun μ hμ hne => ?_⟩
  · simp only [IsHermitian, hamiltonian, conjTranspose_neg, conjTranspose_add, quartic_herm h]
  · -- the normalised stabilizer product projects onto the ground space and has trace one
    have hp : LinearMap.IsProj (Module.End.eigenspace (toLin' (hamiltonian g)) (-4))
        ((1 / 16 : ℂ) • toLin' (stabilizer g)) := by
      refine ⟨fun x => ?_, fun x hx => ?_⟩
      · rw [Module.End.mem_eigenspace_iff, LinearMap.smul_apply, toLin'_apply, toLin'_apply,
          energy (s := fun _ => 1) (fun k => by
            rw [mulVec_smul, mulVec_mulVec, quartic_mul_stabilizer h, one_smul])]
        norm_num
      · rw [Module.End.mem_eigenspace_iff, toLin'_apply] at hx
        have hS := ground_stabilized h hx
        rw [LinearMap.smul_apply, toLin'_apply]
        simp only [stabilizer, ← mulVec_mulVec, add_mulVec, one_mulVec, mulVec_add, hS]
        module
    have t := hp.trace
    rw [map_smul, LinearMap.trace_eq_matrix_trace ℂ (Pi.basisFun ℂ n), ← toLin_eq_toLin',
      LinearMap.toMatrix_toLin, trace_stabilizer h, hn] at t
    norm_num at t
    exact_mod_cast t.symm
  · obtain ⟨x, hx⟩ := hμ.exists_hasEigenvector
    have hx' := hx.apply_eq_smul
    rw [toLin'_apply] at hx'
    obtain ⟨s, z, hs, hz, he, hp⟩ := joint_eigenvector h hx.2
    have a : (-(s 0 + s 1 + s 2 + s 3 : ℂ)) = μ :=
      smul_left_injective ℂ hz ((energy he).symm.trans (hp _ (hamiltonian_comm h) _ hx'))
    have a' : -(s 0 + s 1 + s 2 + s 3) = μ := by exact_mod_cast a
    rcases hs 0 with h0 | h0 <;> rcases hs 1 with h1 | h1 <;> rcases hs 2 with h2 | h2 <;>
      rcases hs 3 with h3 | h3 <;>
      first
        | linarith
        | exact (hne (by linarith)).elim

/-- Acting with the Majorana operator `g 3` on a state of energy `-4` gives a nonzero state of
energy `-2`. -/
theorem gap_attained (h : IsMajorana g) {x : n → ℂ} (h0 : x ≠ 0)
    (hx : hamiltonian g *ᵥ x = (-4 : ℂ) • x) :
    g 3 *ᵥ x ≠ 0 ∧ hamiltonian g *ᵥ (g 3 *ᵥ x) = (-2 : ℂ) • (g 3 *ᵥ x) := by
  refine ⟨fun e => h0 ?_, ?_⟩
  · rw [← one_mulVec x, ← h.sq 3, ← mulVec_mulVec, e, mulVec_zero]
  · have hS := ground_stabilized h hx
    -- `g 3` flips the sign of the first quartic term and leaves the others alone
    have p : ∀ k, qsgn 3 k = 1 → quartic g k *ᵥ (g 3 *ᵥ x) = g 3 *ᵥ x := fun k q => by
      have e := majorana_mul_quartic h 3 k
      rw [q, one_smul] at e
      rw [mulVec_mulVec, ← e, ← mulVec_mulVec, hS]
    have a : quartic g 0 *ᵥ (g 3 *ᵥ x) = -(g 3 *ᵥ x) := by
      have e := majorana_mul_quartic h 3 0
      rw [show qsgn 3 0 = -1 by decide, neg_smul, one_smul] at e
      rw [mulVec_mulVec, ← neg_neg (quartic g 0 * g 3), ← e, neg_mulVec, ← mulVec_mulVec, hS]
    simp only [hamiltonian, neg_mulVec, add_mulVec, a, p 1 (by decide), p 2 (by decide),
      p 3 (by decide)]
    module

set_option maxRecDepth 10000 in
/-- Every bilinear `gᵢ gⱼ` with `i ≠ j` has zero expectation value in a state of energy `-4`. -/
theorem bilinear_expectation_zero (h : IsMajorana g) {x : n → ℂ}
    (hx : hamiltonian g *ᵥ x = (-4 : ℂ) • x) {i j : Fin 8} (hij : i ≠ j) :
    star x ⬝ᵥ ((g i * g j) *ᵥ x) = 0 := by
  -- some quartic term contains exactly one of the two operators
  obtain ⟨k, hk⟩ := (by decide : ∀ i j : Fin 8, i ≠ j → ∃ k, qsgn i k * qsgn j k = -1) i j hij
  have hS := ground_stabilized h hx k
  have e := push_left (majorana_mul_quartic h i k) (majorana_mul_quartic h j k)
  rw [hk, neg_smul, one_smul] at e
  have hl : star x ᵥ* quartic g k = star x := by
    conv_rhs => rw [← hS, star_mulVec, quartic_herm h]
  have c : star x ⬝ᵥ ((g i * g j) *ᵥ x) = -(star x ⬝ᵥ ((g i * g j) *ᵥ x)) := by
    calc star x ⬝ᵥ ((g i * g j) *ᵥ x) = star x ⬝ᵥ ((g i * g j * quartic g k) *ᵥ x) := by
          rw [← mulVec_mulVec x (g i * g j) (quartic g k), hS]
      _ = -(star x ⬝ᵥ (quartic g k *ᵥ ((g i * g j) *ᵥ x))) := by
          rw [e, neg_mulVec, dotProduct_neg, mulVec_mulVec]
      _ = _ := by rw [dotProduct_mulVec (star x) (quartic g k), hl]
  linear_combination (1 / 2 : ℂ) * c

/-- The Pauli matrix `σx`. -/
def X : Matrix (Fin 2) (Fin 2) ℂ := !![0, 1; 1, 0]

/-- The Pauli matrix `σy`. -/
def Y : Matrix (Fin 2) (Fin 2) ℂ := !![0, -Complex.I; Complex.I, 0]

/-- The Pauli matrix `σz`. -/
def Z : Matrix (Fin 2) (Fin 2) ℂ := !![1, 0; 0, -1]

/-- The Jordan–Wigner Majorana operators on four qubits. -/
def jordanWigner : Fin 8 → Matrix (Fin 2 × Fin 2 × Fin 2 × Fin 2)
    (Fin 2 × Fin 2 × Fin 2 × Fin 2) ℂ :=
  ![X ⊗ₖ (1 ⊗ₖ (1 ⊗ₖ 1)), Y ⊗ₖ (1 ⊗ₖ (1 ⊗ₖ 1)), Z ⊗ₖ (X ⊗ₖ (1 ⊗ₖ 1)), Z ⊗ₖ (Y ⊗ₖ (1 ⊗ₖ 1)),
    Z ⊗ₖ (Z ⊗ₖ (X ⊗ₖ 1)), Z ⊗ₖ (Z ⊗ₖ (Y ⊗ₖ 1)), Z ⊗ₖ (Z ⊗ₖ (Z ⊗ₖ X)), Z ⊗ₖ (Z ⊗ₖ (Z ⊗ₖ Y))]

lemma neg_kron {l m : Type*} (A : Matrix l l ℂ) (B : Matrix m m ℂ) :
    (-A) ⊗ₖ B = -(A ⊗ₖ B) := by
  ext i j; simp [kroneckerMap_apply]

lemma kron_neg {l m : Type*} (A : Matrix l l ℂ) (B : Matrix m m ℂ) :
    A ⊗ₖ (-B) = -(A ⊗ₖ B) := by
  ext i j; simp [kroneckerMap_apply]

/-- The Jordan–Wigner operators on four qubits are eight Majorana operators. -/
theorem isMajorana_witness : IsMajorana jordanWigner := by
  have hX : Xᴴ = X := by ext i j; fin_cases i <;> fin_cases j <;> simp [X]
  have hY : Yᴴ = Y := by ext i j; fin_cases i <;> fin_cases j <;> simp [Y]
  have hZ : Zᴴ = Z := by ext i j; fin_cases i <;> fin_cases j <;> simp [Z]
  have xx : X * X = 1 := by ext i j; fin_cases i <;> fin_cases j <;> simp [X]
  have yy : Y * Y = 1 := by ext i j; fin_cases i <;> fin_cases j <;> simp [Y]
  have zz : Z * Z = 1 := by ext i j; fin_cases i <;> fin_cases j <;> simp [Z]
  have yx : Y * X = -(X * Y) := by ext i j; fin_cases i <;> fin_cases j <;> simp [X, Y]
  have zx : Z * X = -(X * Z) := by ext i j; fin_cases i <;> fin_cases j <;> simp [X, Z]
  have zy : Z * Y = -(Y * Z) := by ext i j; fin_cases i <;> fin_cases j <;> simp [Y, Z]
  constructor
  · intro i
    fin_cases i <;> simp [jordanWigner, IsHermitian, conjTranspose_kronecker, hX, hY, hZ]
  · intro i j
    fin_cases i <;> fin_cases j <;>
      simp [jordanWigner, ← mul_kronecker_mul, xx, yy, zz, yx, zx, zy, neg_kron, kron_neg,
        one_add_one_eq_two]

end

end FidkowskiKitaev
```

```lean
#print axioms FidkowskiKitaev.unique_gapped_ground_state
#print axioms FidkowskiKitaev.gap_attained
#print axioms FidkowskiKitaev.bilinear_expectation_zero
```

```
'FidkowskiKitaev.unique_gapped_ground_state' depends on axioms: [propext, Classical.choice, Quot.sound]
'FidkowskiKitaev.gap_attained' depends on axioms: [propext, Classical.choice, Quot.sound]
'FidkowskiKitaev.bilinear_expectation_zero' depends on axioms: [propext, Classical.choice, Quot.sound]
```

## Operators and energies

The modes are matrices $g_0,\dots,g_7$, counted from 0 as in Lean. `IsMajorana` requires them to be Hermitian with $g_ig_j+g_jg_i=2\delta_{ij}$. The table `label` selects the quartic terms

$$Q_0=g_0g_1g_2g_3,\quad Q_1=g_4g_5g_6g_7,\quad Q_2=g_0g_1g_4g_5,\quad Q_3=g_0g_2g_4g_6,$$

and `hamiltonian` is $H=-(Q_0+Q_1+Q_2+Q_3)$.

The theorem `unique_gapped_ground_state` assumes that the index type `n` has 16 elements. It states that $H$ is Hermitian, that the eigenspace at $-4$ has dimension (`finrank`) one, and that every other eigenvalue is at least $-2$. Taking $\mu$ real loses nothing for a Hermitian matrix. The hypotheses are satisfied by `jordanWigner`, an explicit family on four qubits.

The matrices describe one chain end. Neither the bulk nor time reversal appears in the file, so the Fidkowski–Kitaev reduction of the integer classification to $\mathbb Z_8$, which concerns whole phases, is not proved here. Time reversal leaves each $g_i$ at this end unchanged and conjugates complex numbers, so it reverses the Hermitian bilinears $\mathrm i g_ig_j$ but preserves the quartics. For this isolated end, the result therefore shows that interactions can remove a degeneracy that symmetry protects among free fermions.

The operators could also have been defined as the Jordan–Wigner matrices themselves. The quartics would then be explicit Pauli strings, but the theorem would cover one representation only; as stated, it applies in any orthonormal basis.

## Signs of the quartic terms

Moving $g_i$ through $Q_k$ gives $-1$ if $g_i$ occurs in $Q_k$, since it anticommutes with the other three factors, and $+1$ otherwise. This sign is `qsgn`. Two different quartics share zero or two operators, so they commute. Reversing four anticommuting factors takes six exchanges, hence $Q_k^\dagger=Q_k$ and $Q_k^2=1$.

Let $Hx=\mu x$ with $x\neq0$. If $x+Q_kx\neq0$, this vector has $Q_k=+1$; otherwise $x$ itself has $Q_k=-1$. Either choice keeps the energy and any quartic signs already fixed, because $H$ and the other quartics commute with $Q_k$. Repeating this for all four terms (`joint_eigenvector`) gives signs $s_k=\pm1$ with

$$\mu=-(s_0+s_1+s_2+s_3)\in\{-4,-2,0,2,4\}.$$

Suppose now that $Hx=-4x$ but $Q_kx\neq x$. Then $x-Q_kx$ is nonzero, has energy $-4$ and has $Q_k=-1$. Refining it to a joint eigenvector gives energy at least $-2$, a contradiction. Every vector of energy $-4$ is therefore fixed by all four quartics (`ground_stabilized`).

## Counting ground states by a trace

Let

$$P=\tfrac1{16}(1+Q_0)(1+Q_1)(1+Q_2)(1+Q_3).$$

Since $Q_kP=P$, the image of $P$ has energy $-4$. Since $P$ also fixes every vector of that energy, it projects onto the ground space, and its trace is the dimension.

To evaluate the trace, `trace_drop` takes a $G$ with $G^2=1$ that anticommutes with $T$ and commutes with $R$. Then

$$\operatorname{tr}(TR)=\operatorname{tr}(GTRG)=-\operatorname{tr}(TR)=0,$$

so $\operatorname{tr}((1+T)R)=\operatorname{tr}R$. Using $g_3,g_7,g_1,g_2$ in turn removes the factors containing $Q_0,Q_1,Q_2,Q_3$. What remains is $\operatorname{tr}P=16/16=1$.

## The first excitation and the bilinears

The operator $g_3$ occurs only in $Q_0$. Acting on a ground state $x$, it flips $s_0$ alone and gives a nonzero vector of energy $-2$ (`gap_attained`), so the gap is exactly 2.

For $i\neq j$, some $Q_k$ contains exactly one of $g_i,g_j$ and so anticommutes with $g_ig_j$; Lean finds it by `decide`. Since $Q_kx=x$,

$$\langle x,g_ig_jx\rangle=\langle x,g_ig_jQ_kx\rangle=-\langle x,Q_kg_ig_jx\rangle=-\langle x,g_ig_jx\rangle=0.$$

Thus no bilinear acquires an expectation value in the ground state (`bilinear_expectation_zero`), whatever the normalisation of $x$.
